# Linear independence of the normal-ordered monomials $B^iA^j$ when $AB-BA=1\neq 0$, in characteristic zero

To fix the unknown coefficients in an operator equation for a bosonic mode, one brings both sides into normal order, with creation operators to the left, and equates the coefficients of each $(a^\dagger)^i a^j$. This step is valid only if the monomials are linearly independent. Otherwise two different lists of coefficients could describe the same operator.

For finite sums in a single mode, independence follows from the relation $aa^\dagger-a^\dagger a=1$ alone, given complex scalars and an operator algebra in which $1\neq0$. No number states or wave functions are needed. Below, $A$ stands for $a$ and $B$ for $a^\dagger$, but $B$ is never assumed to be the adjoint of $A$. For position and momentum, with $[x,p]=i\hbar$, one can take $A=ip/\hbar$ and $B=x$.

## Scalars, operators and commutators

```lean
import Mathlib

open Polynomial

namespace WeylFaithfulness

variable {K R : Type*} [Field K] [Ring R] [Algebra K R] {A B : R}
```

The last line declares the objects used throughout. `K` is the field of scalars, which in quantum mechanics is $\mathbb C$. `R` is an associative algebra over `K` with a unit, and `A` and `B` are two of its elements. Nothing is yet assumed about their commutator.

```lean
/-- The commutator with a fixed element `X`, as the linear map `Y ↦ X Y - Y X`. -/
def comm (K : Type*) {R : Type*} [Field K] [Ring R] [Algebra K R] (X : R) :
    Module.End K R :=
  LinearMap.mulLeft K X - LinearMap.mulRight K X
```

For a fixed $X$, `comm K X` is the map $Y\mapsto XY-YX$, written $\mathrm{ad}_X$ in many textbooks. It is built as left multiplication by $X$ minus right multiplication by $X$. The type `Module.End K R` consists of the $K$-linear maps from $R$ to itself. Multiplication in that type is composition, so `comm K X ^ n` means $n$ nested commutators with $X$.

```lean
theorem comm_apply (X Y : R) : comm K X Y = X * Y - Y * X := by
  simp [comm]
```

A Lean theorem has a name, then its variables and hypotheses in brackets, then a colon and the statement; the proof follows `:=`. This one says that
$$\mathrm{ad}_X(Y)=XY-YX,$$
which `simp` obtains by unfolding the definition.

## The commutator acts as a derivative

```lean
/-- If `A B - B A = 1`, the commutator of `A` with `B ^ n` is `n B ^ (n - 1)`;
for `n = 0` it vanishes. -/
theorem commutator_pow (h : A * B - B * A = 1) (n : ℕ) :
    A * B ^ n - B ^ n * A = (n : K) • B ^ (n - 1) := by
  rcases n with _ | n
  · simp
  rw [Nat.add_sub_cancel]
  induction n with
  | zero => simpa using h
  | succ k ih =>
    -- the Leibniz rule for the product `B ^ (k + 1) * B`
    calc A * B ^ (k + 1 + 1) - B ^ (k + 1 + 1) * A
        = (A * B ^ (k + 1) - B ^ (k + 1) * A) * B
            + B ^ (k + 1) * (A * B - B * A) := by
          rw [pow_succ B (k + 1)]
          simp only [mul_sub, sub_mul, mul_assoc]
          abel
      _ = ((k + 1 : ℕ) : K) • B ^ k * B + B ^ (k + 1) := by rw [ih, h, mul_one]
      _ = ((k + 1 + 1 : ℕ) : K) • B ^ (k + 1) := by
          rw [smul_mul_assoc, ← pow_succ]
          push_cast
          module
```

The hypothesis `h` is the canonical relation $AB-BA=1$. The conclusion is
$$[A,B^n]=n\,B^{n-1}.$$
The symbol `•` is multiplication of an operator by a scalar, and `(n : K)` is the natural number $n$ regarded as an element of $K$. Subtraction of natural numbers in Lean stops at zero, so for $n=0$ the right side reads $0\cdot B^0=0$, as it should.

By hand, the case $n=0$ is $A\cdot1-1\cdot A=0$, and $n=1$ is the hypothesis. If the formula holds for $n=k+1$, the product rule gives
$$[A,B^{k+2}]=[A,B^{k+1}]B+B^{k+1}[A,B]=(k+1)B^kB+B^{k+1}=(k+2)B^{k+1}.$$
In the proof, `rcases` splits off $n=0$ and `induction` treats the rest. The three lines of the `calc` chain are the three equalities above. The tactic `abel` rearranges sums, and `module` collects the scalar coefficients.

```lean
/-- If `A B - B A = 1`, the commutator with `A` acts on a normal-ordered monomial
as differentiation with respect to `B`. -/
theorem comm_monomial (h : A * B - B * A = 1) (i j : ℕ) :
    comm K A (B ^ i * A ^ j) = (i : K) • (B ^ (i - 1) * A ^ j) := by
  have hc : A * A ^ j = A ^ j * A := ((Commute.refl A).pow_right j).eq
  have h1 : comm K A (B ^ i * A ^ j) = (A * B ^ i - B ^ i * A) * A ^ j := by
    simp only [comm_apply, sub_mul, mul_assoc, hc]
  rw [h1, commutator_pow (K := K) h, smul_mul_assoc]
```

In a normal-ordered monomial, the commutator with $A$ differentiates with respect to $B$. Since $A$ commutes with its own powers (the step `hc`),
$$[A,B^iA^j]=AB^iA^j-B^iAA^j=[A,B^i]A^j=i\,B^{i-1}A^j.$$
The middle equality is `h1`, and the final `rw` inserts the previous theorem.

```lean
/-- If `A B - B A = 1`, the commutator with `-B` acts on a normal-ordered monomial
as differentiation with respect to `A`. -/
theorem comm_neg_monomial (h : A * B - B * A = 1) (i j : ℕ) :
    comm K (-B) (B ^ i * A ^ j) = (j : K) • (B ^ i * A ^ (j - 1)) := by
  have hc : B * B ^ i = B ^ i * B := ((Commute.refl B).pow_right i).eq
  -- the pair `(-B, A)` satisfies the same canonical relation
  have h' : -B * A - A * -B = 1 := by
    rw [← h]
    simp only [mul_neg, neg_mul]
    abel
  have h1 : comm K (-B) (B ^ i * A ^ j) = B ^ i * (-B * A ^ j - A ^ j * -B) := by
    simp only [comm_apply, mul_sub, neg_mul, mul_neg, ← mul_assoc, hc]
  rw [h1, commutator_pow (K := K) h', mul_smul_comm]
```

The commutator with $-B$ differentiates with respect to $A$:
$$[-B,B^iA^j]=B^i[-B,A^j]=j\,B^iA^{j-1}.$$
The first equality holds because $B$ commutes with $B^i$. For the second, observe that
$$(-B)A-A(-B)=AB-BA=1,$$
so the pair $(-B,A)$ satisfies the same relation as $(A,B)$. This is `h'`, and it allows `commutator_pow` to be applied with $-B$ in the role of $A$ and $A$ in the role of $B$.

## Repeated commutators

```lean
/-- If `A B - B A = 1`, then `n` commutators with `-B` followed by `m` commutators with `A`
lower the powers in `B ^ i A ^ j` by `m` and `n`, with falling factorials as coefficients. -/
theorem comm_iterate (h : A * B - B * A = 1) (m n i j : ℕ) :
    (comm K A ^ m) ((comm K (-B) ^ n) (B ^ i * A ^ j)) =
      ((i.descFactorial m : K) * (j.descFactorial n : K)) •
        (B ^ (i - m) * A ^ (j - n)) := by
  have hB : (comm K (-B) ^ n) (B ^ i * A ^ j) =
      (j.descFactorial n : K) • (B ^ i * A ^ (j - n)) := by
    induction n with
    | zero => simp
    | succ n ih =>
      rw [pow_succ', Module.End.mul_apply, ih, map_smul, comm_neg_monomial (K := K) h,
        smul_smul, Nat.descFactorial_succ, Nat.cast_mul, mul_comm ((j - n : ℕ) : K),
        Nat.sub_sub]
  have hA : ∀ l : ℕ, (comm K A ^ m) (B ^ i * A ^ l) =
      (i.descFactorial m : K) • (B ^ (i - m) * A ^ l) := by
    intro l
    induction m with
    | zero => simp
    | succ m ih =>
      rw [pow_succ', Module.End.mul_apply, ih, map_smul, comm_monomial (K := K) h,
        smul_smul, Nat.descFactorial_succ, Nat.cast_mul, mul_comm ((i - m : ℕ) : K),
        Nat.sub_sub]
  rw [hB, map_smul, hA, smul_smul, mul_comm (j.descFactorial n : K)]
```

Write $i^{\underline m}=i(i-1)\cdots(i-m+1)$ for the falling factorial, called `i.descFactorial m` in Lean, with $i^{\underline 0}=1$. The theorem states
$$\mathrm{ad}_A^{\,m}\,\mathrm{ad}_{-B}^{\,n}(B^iA^j)=i^{\underline m}\,j^{\underline n}\,B^{i-m}A^{j-n}.$$
If $m>i$ or $n>j$, one of the falling factorials contains the factor zero. The right side then vanishes, whatever exponent the stopped subtraction produces.

The derivation is an induction for each variable. One further commutator with $-B$ gives
$$\mathrm{ad}_{-B}\bigl(j^{\underline n}B^iA^{j-n}\bigr)=j^{\underline n}(j-n)\,B^iA^{j-n-1}=j^{\underline{n+1}}\,B^iA^{j-(n+1)}.$$
This is `hB`; the same calculation for $A$ is `hA`. In both, `pow_succ'` separates the outermost commutator from the others. The statement `hA` is proved for every power $l$ of $A$, because it is then used with $l=j-n$.

## Picking out one coefficient

```lean
/-- Let `A B - B A = 1`. If no term of a normal-ordered sum has total degree above that of
`p = (m, n)`, then `n` commutators with `-B` and `m` with `A` reduce the sum to `m! n!` times
the coefficient of `B ^ m A ^ n`, times the identity. -/
theorem leading_coefficient (h : A * B - B * A = 1) (c : ℕ × ℕ →₀ K) (p : ℕ × ℕ)
    (hp : ∀ q ∈ c.support, q.1 + q.2 ≤ p.1 + p.2) :
    (comm K A ^ p.1) ((comm K (-B) ^ p.2) (c.sum fun q a => a • (B ^ q.1 * A ^ q.2))) =
      ((p.1.factorial : K) * (p.2.factorial : K) * c p) • (1 : R) := by
  rw [Finsupp.sum, map_sum, map_sum, Finset.sum_eq_single p]
  · simp only [map_smul, comm_iterate (K := K) h, Nat.descFactorial_self, Nat.sub_self,
      pow_zero, mul_one, smul_smul]
    congr 1
    ring
  · -- every other term is differentiated once too often in one of the two variables
    intro q hq hne
    have hlt : q.1 < p.1 ∨ q.2 < p.2 := by
      by_contra hcon
      have hdeg := hp q hq
      exact hne (Prod.ext (by omega) (by omega))
    simp only [map_smul, comm_iterate (K := K) h]
    rcases hlt with hlt | hlt <;> simp [Nat.descFactorial_eq_zero_iff_lt.mpr hlt]
  · intro hp'
    simp [Finsupp.notMem_support_iff.mp hp']
```

The type `ℕ × ℕ →₀ K` contains the functions from pairs of naturals to scalars that are nonzero at only finitely many pairs. Such a function `c` is a list of coefficients $c_{ij}$ for a finite normal-ordered sum
$$S=\sum_{i,j}c_{ij}B^iA^j,$$
and `c.support` is the set of pairs with $c_{ij}\neq0$. In a pair `q`, the first entry `q.1` is the power of $B$ and the second, `q.2`, the power of $A$. Let $p=(m,n)$. The hypothesis `hp` says that every term present in $S$ has $i+j\le m+n$. The conclusion is
$$\mathrm{ad}_A^{\,m}\,\mathrm{ad}_{-B}^{\,n}(S)=m!\,n!\,c_{mn}\,1.$$

To see this by hand, apply the commutators term by term. The term $(m,n)$ gives $m^{\underline m}n^{\underline n}c_{mn}B^0A^0=m!\,n!\,c_{mn}\,1$. Any other term has $i<m$ or $j<n$: if both $i\ge m$ and $j\ge n$ held, then $i+j\le m+n$ would force $i=m$ and $j=n$. Such a term is differentiated once too often in one variable and disappears.

`Finset.sum_eq_single p` reduces the sum to the term at $p$ and leaves three tasks, marked by dots. The first evaluates that term. The second shows that the others vanish, with `omega` settling the inequalities between exponents. The third deals with a pair $p$ that is absent from the sum, where $c_{mn}=0$ and both sides are zero.

## Independence of the normal-ordered monomials

```lean
/-- In a nontrivial algebra over a field of characteristic zero with `A B - B A = 1`, the
normal-ordered monomials `B ^ i A ^ j` are linearly independent. -/
theorem normalOrdered_linearIndependent [CharZero K] [Nontrivial R]
    (h : A * B - B * A = 1) :
    LinearIndependent K (fun p : ℕ × ℕ => B ^ p.1 * A ^ p.2) := by
  rw [linearIndependent_iff]
  intro c hc
  by_contra hne
  rw [Finsupp.linearCombination_apply] at hc
  have hc' : (c.sum fun q a => a • (B ^ q.1 * A ^ q.2)) = 0 := hc
  -- a term of maximal total degree in the supposed relation
  obtain ⟨p, hp, hmax⟩ := c.support.exists_max_image (fun q => q.1 + q.2)
    (Finsupp.support_nonempty_iff.mpr hne)
  have key := leading_coefficient h c p hmax
  rw [hc', map_zero, map_zero] at key
  have hcoef : (p.1.factorial : K) * (p.2.factorial : K) * c p ≠ 0 :=
    mul_ne_zero (mul_ne_zero (Nat.cast_ne_zero.mpr (Nat.factorial_ne_zero _))
      (Nat.cast_ne_zero.mpr (Nat.factorial_ne_zero _))) (Finsupp.mem_support_iff.mp hp)
  exact (smul_eq_zero.mp key.symm).elim hcoef one_ne_zero
```

Two hypotheses join the canonical relation. `CharZero K` says that no positive integer becomes zero in $K$, which is true of $\mathbb C$. `Nontrivial R` says that $R$ has at least two elements, or equivalently that $1\neq0$ in $R$. `LinearIndependent` says that a finite combination of the monomials vanishes only if all its coefficients do.

Suppose that $\sum c_{ij}B^iA^j=0$ with some coefficient nonzero. Among the finitely many terms present, choose $(m,n)$ with the largest total degree $m+n$. Commutators of zero are zero, so the previous theorem gives
$$0=m!\,n!\,c_{mn}\,1.$$
The factorials are nonzero in $K$ by characteristic zero, $c_{mn}\neq0$ by choice, and $1\neq0$ in $R$. This is a contradiction.

The proof has the same order: `exists_max_image` chooses the term, `key` is the displayed equation, and `hcoef` says that its scalar factor is nonzero. Applied to the difference of two equal normal-ordered sums, the theorem justifies equating coefficients.

For the oscillator, one step remains before the theorem applies. The ladder operators are unbounded, so they have to be placed in an algebra, for instance as linear maps on the finite combinations of number states, a space that both preserve. Infinite series and several modes would need further arguments. The matrices of a simulation with a cutoff in the number of bosons don't satisfy the hypothesis: a commutator of finite complex matrices has trace zero, while the identity does not.

## The opposite ordering

```lean
/-- In a nontrivial algebra over a field of characteristic zero with `A B - B A = 1`, the
antinormal-ordered monomials `A ^ i B ^ j` are linearly independent. -/
theorem antinormalOrdered_linearIndependent [CharZero K] [Nontrivial R]
    (h : A * B - B * A = 1) :
    LinearIndependent K (fun p : ℕ × ℕ => A ^ p.1 * B ^ p.2) := by
  -- the pair `(B, -A)` satisfies the same relation; the signs are then scaled away
  have h' : B * -A - -A * B = 1 := by
    rw [← h]
    simp only [mul_neg, neg_mul]
    abel
  have hs := (normalOrdered_linearIndependent (K := K) h').units_smul
    (fun p : ℕ × ℕ => (-1 : Kˣ) ^ p.1)
  convert hs using 1
  funext p
  rcases Nat.even_or_odd p.1 with hp | hp <;> simp [hp.neg_pow, Units.smul_def]
```

The same argument serves antinormal order, with annihilation operators to the left. Here the first exponent belongs to $A$. Since
$$B(-A)-(-A)B=AB-BA=1,$$
the pair $(B,-A)$ satisfies the canonical relation. The preceding theorem therefore makes the monomials $(-A)^iB^j=(-1)^iA^iB^j$ independent. Multiplying each by the nonzero scalar $(-1)^i$ removes the sign and preserves independence; this is `units_smul`. The last line checks the signs separately for even and odd $i$.

## A failure in characteristic two

```lean
/-- Over the field with two elements, two explicit 2 × 2 matrices satisfy `A B - B A = 1`
while their normal-ordered monomials are linearly dependent. -/
theorem charTwo_counterexample :
    (!![0, 1; 0, 0] * !![0, 0; 1, 0] - !![0, 0; 1, 0] * !![0, 1; 0, 0] :
      Matrix (Fin 2) (Fin 2) (ZMod 2)) = 1 ∧
    ¬ LinearIndependent (ZMod 2) (fun p : ℕ × ℕ =>
      (!![0, 0; 1, 0] : Matrix (Fin 2) (Fin 2) (ZMod 2)) ^ p.1 * !![0, 1; 0, 0] ^ p.2) := by
  refine ⟨by decide, fun hl => ?_⟩
  have hA : (!![0, 1; 0, 0] : Matrix (Fin 2) (Fin 2) (ZMod 2)) * !![0, 1; 0, 0] = 0 := by
    decide
  exact hl.ne_zero (0, 2) (by simp only [pow_zero, one_mul, pow_two, hA])
```

`ZMod 2` is the field with elements 0 and 1, in which $1+1=0$. The matrices are
$$A=\begin{pmatrix}0&1\\0&0\end{pmatrix},\qquad B=\begin{pmatrix}0&0\\1&0\end{pmatrix},\qquad AB-BA=\begin{pmatrix}1&0\\0&-1\end{pmatrix}.$$
Over $\mathbb C$ these are the spin-½ raising and lowering matrices, and their commutator is $\sigma_z$. Over the field with two elements $-1=1$, so the commutator is the identity. Yet $A^2=0$, so the monomial $B^0A^2$ is zero, and a family containing zero is dependent.

The independence theorem is therefore false if fields of characteristic two are admitted. The argument breaks at the factorial: two commutators with $-B$ turn $A^2$ into $2!\cdot1$, which is zero in this field. In Lean, `decide` verifies the matrix identities by direct evaluation.

## A concrete pair with the canonical relation

```lean
/-- On polynomials, the derivative and multiplication by `X` satisfy the canonical
relation `A B - B A = 1`. -/
theorem canonical_relation_witness (K : Type*) [Field K] :
    (Polynomial.derivative : Module.End K K[X]) * LinearMap.mulLeft K (X : K[X])
      - LinearMap.mulLeft K (X : K[X]) * (Polynomial.derivative : Module.End K K[X]) = 1 := by
  refine LinearMap.ext fun p => ?_
  simp [Module.End.mul_apply, LinearMap.sub_apply, Polynomial.derivative_mul]

end WeylFaithfulness
```

`K[X]` is the space of polynomials in one variable. On it, take $A$ to be the derivative and $B$ multiplication by $X$. For every polynomial $f$,
$$(AB-BA)f=(Xf)'-Xf'=f,$$
so $AB-BA$ is the identity map. `LinearMap.ext` reduces the equality of maps to equality on each polynomial, and `simp` applies the product rule. The relation holds over any field. In characteristic zero, the independence theorem then says that a differential operator $\sum c_{ij}X^i\,(d/dX)^j$, with finitely many terms, annihilates all polynomials only if every $c_{ij}$ is zero.

```lean
#print axioms WeylFaithfulness.normalOrdered_linearIndependent
-- 'WeylFaithfulness.normalOrdered_linearIndependent' depends on axioms: [propext, Classical.choice, Quot.sound]
#print axioms WeylFaithfulness.antinormalOrdered_linearIndependent
-- 'WeylFaithfulness.antinormalOrdered_linearIndependent' depends on axioms: [propext, Classical.choice, Quot.sound]
#print axioms WeylFaithfulness.charTwo_counterexample
-- 'WeylFaithfulness.charTwo_counterexample' depends on axioms: [propext, Classical.choice, Quot.sound]
```
